# A closed-shell stability matrix is positive semidefinite exactly when its real and complex, singlet and triplet reductions are

The orbital-rotation Hessian of a real closed-shell determinant is represented here by four real square matrices $P,Q,R,S$, indexed by spatial excitations from an occupied to a virtual orbital. They are arbitrary inputs, not computed from integrals. Closed-shell symmetry enters through the repeated blocks

$$A=\begin{pmatrix}P&Q\\Q&P\end{pmatrix},\quad B=\begin{pmatrix}R&S\\S&R\end{pmatrix},\quad M=\begin{pmatrix}A&B\\B&A\end{pmatrix}.$$

$P$ and $R$ couple equal spins, $Q$ and $S$ opposite spins. For a stationary determinant in a finite real basis, a negative eigenvalue of $M$ signals an energy-lowering orbital rotation. Spin-flip rotations are not included.

## Two spins, then an amplitude and its conjugate

```lean
import Mathlib

open Matrix ComplexConjugate

namespace HartreeFockStability

variable {n : Type*}
```

The type `n` is the set of excitation labels.

```lean
/-- The block matrix [[X, Y], [Y, X]], which is unchanged when its two sectors are exchanged. -/
def pairBlock (X Y : Matrix n n ℝ) : Matrix (n ⊕ n) (n ⊕ n) ℝ :=
  fromBlocks X Y Y X
```

`pairBlock X Y` is $\begin{pmatrix}X&Y\\Y&X\end{pmatrix}$. Its index type `n ⊕ n` consists of two copies of `n`, one for each sector.

```lean
/-- The stability matrix [[A, B], [B, A]] with spin blocks A = [[P, Q], [Q, P]] and
B = [[R, S], [S, R]]. -/
def stabilityMatrix (P Q R S : Matrix n n ℝ) :
    Matrix ((n ⊕ n) ⊕ (n ⊕ n)) ((n ⊕ n) ⊕ (n ⊕ n)) ℝ :=
  pairBlock (pairBlock P Q) (pairBlock R S)
```

The same construction is used twice. The inner sectors are spin up and spin down; the outer ones are an amplitude and its complex conjugate.

```lean
lemma pairBlock_add (P Q R S : Matrix n n ℝ) :
    pairBlock P Q + pairBlock R S = pairBlock (P + R) (Q + S) := by
  ext (i | i) (j | j) <;> simp [pairBlock]
```

Pair blocks add block by block, so $A+B$ is the pair block of $P+R$ and $Q+S$.

```lean
lemma pairBlock_sub (P Q R S : Matrix n n ℝ) :
    pairBlock P Q - pairBlock R S = pairBlock (P - R) (Q - S) := by
  ext (i | i) (j | j) <;> simp [pairBlock]
```

Likewise, $A-B$ is the pair block of $P-R$ and $Q-S$.

```lean
variable [Fintype n]

/-- The second-order energy Re(z† A z + zᵀ B z) of a complex orbital-rotation amplitude z. -/
noncomputable def secondVariation (A B : Matrix n n ℝ) (z : n → ℂ) : ℝ :=
  ∑ i, ∑ j, (conj (z i) * (A i j : ℂ) * z j + z i * (B i j : ℂ) * z j).re
```

There are now finitely many excitations. For a complex rotation amplitude $z$, `secondVariation` is the second-order energy $\mathrm{Re}(z^\dagger Az+z^TBz)$, which fixes the normalisation. Here `n` is generic; for the full problem it stands for excitations with spin.

## Sum and difference amplitudes

```lean
/-- A real matrix is positive semidefinite iff it is symmetric and its quadratic form is
nonnegative. -/
lemma posSemidef_real_iff (M : Matrix n n ℝ) :
    M.PosSemidef ↔ Mᵀ = M ∧ ∀ x : n → ℝ, 0 ≤ x ⬝ᵥ M *ᵥ x := by
  rw [Matrix.posSemidef_iff_dotProduct_mulVec]
  simp only [Matrix.IsHermitian, Matrix.conjTranspose_eq_transpose_of_trivial, star_trivial]
```

For a real matrix, `PosSemidef` means symmetry together with $x\cdot Mx\ge0$ for every real $x$. In Lean, `*ᵥ` applies a matrix to a vector and `⬝ᵥ` is the dot product.

```lean
/-- Twice the quadratic form of a pair block is the form of X + Y on the sum of the two
amplitudes plus the form of X - Y on their difference. -/
theorem pairBlock_quadratic (X Y : Matrix n n ℝ) (x y : n → ℝ) :
    2 * (Sum.elim x y ⬝ᵥ pairBlock X Y *ᵥ Sum.elim x y) =
      (x + y) ⬝ᵥ (X + Y) *ᵥ (x + y) + (x - y) ⬝ᵥ (X - Y) *ᵥ (x - y) := by
  have h (a b c d : n → ℝ) : Sum.elim a b ⬝ᵥ Sum.elim c d = a ⬝ᵥ c + b ⬝ᵥ d := by
    simp [dotProduct, Fintype.sum_sum_type]
  rw [pairBlock, Matrix.fromBlocks_mulVec, h]
  simp only [Sum.elim_comp_inl, Sum.elim_comp_inr, Matrix.add_mulVec, Matrix.sub_mulVec,
    Matrix.mulVec_add, Matrix.mulVec_sub, add_dotProduct, sub_dotProduct, dotProduct_add,
    dotProduct_sub]
  ring
```

`Sum.elim x y` is the stacked vector $(x,y)$. Its quadratic form is

$$q(x,y)=x\cdot Xx+x\cdot Yy+y\cdot Yx+y\cdot Xy.$$

Expand $(x+y)\cdot(X+Y)(x+y)+(x-y)\cdot(X-Y)(x-y)$. The terms $x\cdot Xy$, $y\cdot Xx$, $x\cdot Yx$ and $y\cdot Yy$ cancel, and the others appear twice, which gives $2q(x,y)$. With the normalised combinations $u=(x+y)/\sqrt2$ and $v=(x-y)/\sqrt2$, this reads $q=u\cdot(X+Y)u+v\cdot(X-Y)v$. Lean expands the products with `simp only` and collects them with `ring`.

```lean
/-- A pair block is positive semidefinite iff both X + Y and X - Y are. -/
theorem pairBlock_posSemidef_iff (X Y : Matrix n n ℝ) :
    (pairBlock X Y).PosSemidef ↔ (X + Y).PosSemidef ∧ (X - Y).PosSemidef := by
  rw [posSemidef_real_iff, posSemidef_real_iff, posSemidef_real_iff]
  constructor
  · rintro ⟨hs, hq⟩
    rw [pairBlock, Matrix.fromBlocks_transpose, Matrix.fromBlocks_inj] at hs
    obtain ⟨hX, hY, -, -⟩ := hs
    refine ⟨⟨by rw [Matrix.transpose_add, hX, hY], fun x => ?_⟩,
      ⟨by rw [Matrix.transpose_sub, hX, hY], fun x => ?_⟩⟩
    · -- equal amplitudes in the two sectors
      have q := pairBlock_quadratic X Y x x
      simp only [sub_self, zero_dotProduct, Matrix.mulVec_add, add_dotProduct,
        dotProduct_add] at q
      linarith [hq (Sum.elim x x)]
    · -- opposite amplitudes in the two sectors
      have q := pairBlock_quadratic X Y x (-x)
      simp only [add_neg_cancel, sub_neg_eq_add, zero_dotProduct, Matrix.mulVec_add,
        add_dotProduct, dotProduct_add] at q
      linarith [hq (Sum.elim x (-x))]
  · rintro ⟨⟨hs, hp⟩, ⟨hd, hm⟩⟩
    have e (i j : n) : X j i = X i j ∧ Y j i = Y i j := by
      have a := congrFun (congrFun hs i) j
      have b := congrFun (congrFun hd i) j
      simp only [Matrix.transpose_apply, Matrix.add_apply, Matrix.sub_apply] at a b
      constructor <;> linarith
    have hX : Xᵀ = X := by
      ext i j
      exact (e i j).1
    have hY : Yᵀ = Y := by
      ext i j
      exact (e i j).2
    refine ⟨by rw [pairBlock, Matrix.fromBlocks_transpose, hX, hY], fun v => ?_⟩
    have q := pairBlock_quadratic X Y (v ∘ Sum.inl) (v ∘ Sum.inr)
    rw [Sum.elim_comp_inl_inr] at q
    linarith [hp (v ∘ Sum.inl + v ∘ Sum.inr), hm (v ∘ Sum.inl - v ∘ Sum.inr)]
```

Suppose the pair block is positive semidefinite. Its symmetry makes $X$ and $Y$ symmetric, hence also $X\pm Y$. Setting $y=x$ in the identity gives $x\cdot(X+Y)x=q(x,x)/2\ge0$, and $y=-x$ gives $x\cdot(X-Y)x=q(x,-x)/2\ge0$.

Conversely, if $X+Y$ and $X-Y$ are positive semidefinite, half their sum and half their difference show that $X$ and $Y$ are symmetric. Both terms of the identity are nonnegative, so $q\ge0$. The calls to `linarith` carry out these linear steps.

## The four tests

```lean
/-- The stability matrix is positive semidefinite iff the four reduced matrices are: real
singlet, complex singlet, real triplet and complex triplet, in this order. -/
theorem stabilityMatrix_posSemidef_iff (P Q R S : Matrix n n ℝ) :
    (stabilityMatrix P Q R S).PosSemidef ↔
      ((P + Q) + (R + S)).PosSemidef ∧ ((P + Q) - (R + S)).PosSemidef ∧
      ((P - Q) + (R - S)).PosSemidef ∧ ((P - Q) - (R - S)).PosSemidef := by
  -- first separate A + B from A - B, then singlet from triplet
  rw [stabilityMatrix, pairBlock_posSemidef_iff, pairBlock_add, pairBlock_sub,
    pairBlock_posSemidef_iff, pairBlock_posSemidef_iff]
  have h1 : P + R + (Q + S) = (P + Q) + (R + S) := by abel
  have h2 : P + R - (Q + S) = (P - Q) + (R - S) := by abel
  have h3 : P - R + (Q - S) = (P + Q) - (R + S) := by abel
  have h4 : P - R - (Q - S) = (P - Q) - (R - S) := by abel
  rw [h1, h2, h3, h4]
  tauto
```

By the previous theorem, $M$ is positive semidefinite iff $A+B$ and $A-B$ are. Both are pair blocks, so the theorem applies again and gives

$$\begin{aligned}
A+B:&\quad (P+R)\pm(Q+S)=(P\pm Q)+(R\pm S),\\
A-B:&\quad (P-R)\pm(Q-S)=(P\pm Q)-(R\pm S).
\end{aligned}$$

The upper signs are the singlet problems, with equal amplitudes for the two spins; the lower signs are the triplet problems, with opposite amplitudes. In Lean, `rw` performs the two splittings, `abel` regroups the sums and `tauto` reorders the four conditions. Symmetry of $P,Q,R,S$ is not assumed, because either side of the equivalence implies it. For a real closed-shell Hartree–Fock determinant the opposite-spin blocks are equal, $Q=S$, so the two complex tests use the same matrix $P-R$ and only three different tests remain.

## Real and imaginary rotations

```lean
/-- For the amplitude x + iy the second-order energy is the form of A + B on the real part x
plus the form of A - B on the imaginary part y. -/
theorem secondVariation_split (A B : Matrix n n ℝ) (x y : n → ℝ) :
    secondVariation A B (fun i => (x i : ℂ) + (y i : ℂ) * Complex.I) =
      x ⬝ᵥ (A + B) *ᵥ x + y ⬝ᵥ (A - B) *ᵥ y := by
  simp only [secondVariation, dotProduct, Matrix.mulVec, Finset.mul_sum,
    ← Finset.sum_add_distrib]
  refine Finset.sum_congr rfl fun i _ => Finset.sum_congr rfl fun j _ => ?_
  simp only [Complex.add_re, Complex.add_im, Complex.mul_re, Complex.mul_im,
    Complex.ofReal_re, Complex.ofReal_im, Complex.I_re, Complex.I_im, Complex.conj_re,
    Complex.conj_im, Matrix.add_apply, Matrix.sub_apply]
  ring
```

Write $z=x+iy$. Term by term,

$$\begin{aligned}
\mathrm{Re}(z_i^*A_{ij}z_j)&=A_{ij}(x_ix_j+y_iy_j),\\
\mathrm{Re}(z_iB_{ij}z_j)&=B_{ij}(x_ix_j-y_iy_j).
\end{aligned}$$

Summing gives $x\cdot(A+B)x+y\cdot(A-B)y$. Thus $A+B$ governs real rotations, and $A-B$ governs the imaginary ones that make the orbitals complex. The proof compares summands and finishes with `ring`.

```lean
/-- For symmetric A and B, the second-order energy is nonnegative for every complex amplitude
iff the matrix [[A, B], [B, A]] is positive semidefinite. -/
theorem secondVariation_nonneg_iff {A B : Matrix n n ℝ} (hA : A.IsSymm) (hB : B.IsSymm) :
    (∀ z, 0 ≤ secondVariation A B z) ↔ (pairBlock A B).PosSemidef := by
  rw [pairBlock_posSemidef_iff, posSemidef_real_iff, posSemidef_real_iff]
  constructor
  · intro h
    refine ⟨⟨by rw [Matrix.transpose_add, hA.eq, hB.eq], fun x => ?_⟩,
      ⟨by rw [Matrix.transpose_sub, hA.eq, hB.eq], fun y => ?_⟩⟩
    · have q := secondVariation_split A B x 0
      rw [zero_dotProduct, add_zero] at q
      exact q ▸ h _
    · have q := secondVariation_split A B 0 y
      rw [zero_dotProduct, zero_add] at q
      exact q ▸ h _
  · rintro ⟨⟨-, hp⟩, ⟨-, hm⟩⟩ z
    have q := secondVariation_split A B (fun i => (z i).re) (fun i => (z i).im)
    simp only [Complex.re_add_im] at q
    rw [q]
    exact add_nonneg (hp _) (hm _)
```

If the energy is nonnegative for all $z$, the choices $y=0$ and $x=0$ show that the forms of $A+B$ and $A-B$ are nonnegative. Conversely, the split writes the energy as a sum of two nonnegative terms. Here symmetry of $A$ and $B$ is a hypothesis, since the energy does not see an antisymmetric part. It holds for the Hessian of a real determinant.

## Lifting an unstable direction

```lean
/-- For a sign s, an eigenvector x of X + sY gives the eigenvector (x, sx) of the pair block,
with the same eigenvalue. -/
theorem pairBlock_eigenvector {X Y : Matrix n n ℝ} {s μ : ℝ} {x : n → ℝ} (hs : s * s = 1)
    (h : (X + s • Y) *ᵥ x = μ • x) :
    pairBlock X Y *ᵥ Sum.elim x (s • x) = μ • Sum.elim x (s • x) := by
  rw [pairBlock, Matrix.fromBlocks_mulVec]
  ext (i | i) <;>
  · have hi := congrFun h i
    simp only [Matrix.add_mulVec, Matrix.smul_mulVec, Pi.add_apply, Pi.smul_apply,
      smul_eq_mul] at hi
    simp only [Sum.elim_comp_inl, Sum.elim_comp_inr, Sum.elim_inl, Sum.elim_inr,
      Matrix.mulVec_smul, Pi.add_apply, Pi.smul_apply, smul_eq_mul]
    first
      | linear_combination hi
      | linear_combination s * hi - (Y *ᵥ x) i * hs
```

Let $s=\pm1$ and $(X+sY)x=\mu x$. Applied to $(x,sx)$, the pair block has first component $Xx+sYx=\mu x$ and second component $Yx+sXx=s(Xx+sYx)=s\mu x$, using $s^2=1$. The two `linear_combination` lines are these two components.

```lean
/-- For signs s and t, an eigenvector x of (P + sQ) + t(R + sS) gives the eigenvector
(x, sx, tx, tsx) of the stability matrix, with the same eigenvalue. -/
theorem stabilityMatrix_eigenvector {P Q R S : Matrix n n ℝ} {s t μ : ℝ} {x : n → ℝ}
    (hs : s * s = 1) (ht : t * t = 1)
    (h : ((P + s • Q) + t • (R + s • S)) *ᵥ x = μ • x) :
    stabilityMatrix P Q R S *ᵥ Sum.elim (Sum.elim x (s • x)) (t • Sum.elim x (s • x)) =
      μ • Sum.elim (Sum.elim x (s • x)) (t • Sum.elim x (s • x)) := by
  apply pairBlock_eigenvector ht
  have e : pairBlock P Q + t • pairBlock R S = pairBlock (P + t • R) (Q + t • S) := by
    ext (i | i) (j | j) <;> simp [pairBlock]
  rw [e]
  apply pairBlock_eigenvector hs
  rw [← h]
  congr 1
  module
```

Applying this first to the outer sectors with sign $t$, then to the spins with sign $s$, lifts a reduced eigenvector $x$ to $(x,sx,tx,tsx)$ with the same eigenvalue. For a unit vector $x$, the normalised lift is $\tfrac12(x,sx,tx,tsx)$. Here $s=1$ is singlet, $s=-1$ triplet, $t=1$ real and $t=-1$ complex. For $t=-1$, multiplying the lift by $i$ turns it into the amplitude $i(x,sx)$ followed by its complex conjugate, which is an imaginary rotation.

In a calculation, a program can therefore search for the lowest eigenvalue of each reduced matrix, which has a quarter of the full dimension. If the real triplet problem has a negative eigenvalue, rotating the spin-up orbitals along $x$ and the spin-down orbitals along $-x$ gives a starting point for an unrestricted calculation.

```lean
/-- With one spatial excitation and P = Q = S = 1/2, R = -1/2, both singlet matrices and the
complex triplet matrix are positive semidefinite, but the stability matrix is not. -/
theorem real_triplet_test_needed :
    ((!![1/2] + !![1/2]) + (!![-1/2] + !![1/2]) : Matrix (Fin 1) (Fin 1) ℝ).PosSemidef ∧
    ((!![1/2] + !![1/2]) - (!![-1/2] + !![1/2]) : Matrix (Fin 1) (Fin 1) ℝ).PosSemidef ∧
    ((!![1/2] - !![1/2]) - (!![-1/2] - !![1/2]) : Matrix (Fin 1) (Fin 1) ℝ).PosSemidef ∧
    ¬ (stabilityMatrix !![1/2] !![1/2] !![-1/2] !![1/2]).PosSemidef := by
  refine ⟨?_, ?_, ?_, fun h => ?_⟩
  iterate 3
    · rw [posSemidef_real_iff]
      refine ⟨by ext i j; fin_cases i; fin_cases j; rfl, fun x => ?_⟩
      norm_num [dotProduct, Matrix.mulVec]
      try nlinarith [mul_self_nonneg (x 0)]
  -- the real triplet matrix is the number -1
  have ht := ((stabilityMatrix_posSemidef_iff _ _ _ _).1 h).2.2.1
  have hv := ((posSemidef_real_iff _).1 ht).2 (fun _ => 1)
  norm_num [dotProduct, Matrix.mulVec] at hv

end HartreeFockStability
```

With a single spatial excitation, each reduced matrix is a number. The chosen values, which do not come from a molecule, give $1$ for both singlet tests, $-1$ for the real triplet and $1$ for the complex triplet. The normalised direction $\tfrac12(1,-1,1,-1)$ has eigenvalue $-1$, so passing the other three tests does not guarantee the real triplet one. Lean checks the three nonnegative forms, then extracts the real triplet condition from the main theorem and evaluates it at the vector with entry $1$, which gives the contradiction $0\le-1$. These values are purely algebraic: in Hartree–Fock theory a single spatial excitation has $R=0$, because two electrons of equal spin cannot both make it. The values $P=Q=S=1$, $R=0$ respect this and give $3$ and $1$ for the real and complex singlet tests, and $-1$ and $1$ for the real and complex triplet tests, so the conclusion is the same.

```lean
#print axioms HartreeFockStability.stabilityMatrix_posSemidef_iff
#print axioms HartreeFockStability.secondVariation_nonneg_iff
#print axioms HartreeFockStability.stabilityMatrix_eigenvector
#print axioms HartreeFockStability.real_triplet_test_needed
```

```
'HartreeFockStability.stabilityMatrix_posSemidef_iff' depends on axioms: [propext, Classical.choice, Quot.sound]
'HartreeFockStability.secondVariation_nonneg_iff' depends on axioms: [propext, Classical.choice, Quot.sound]
'HartreeFockStability.stabilityMatrix_eigenvector' depends on axioms: [propext, Classical.choice, Quot.sound]
'HartreeFockStability.real_triplet_test_needed' depends on axioms: [propext, Classical.choice, Quot.sound]
```
